# On 2K+1 periodic grid points, the Fourier kinetic matrix gives the plane waves with |m| ≤ K their exact energies m²/2

Take three points on a circle, x_0 = 0, x_1 = 2π/3 and x_2 = 4π/3, and keep only the waves exp(imx) with m = −1, 0, 1. Weight each wave by its kinetic energy m²/2, in units where ħ, the mass and the radius of the circle are one. The resulting matrix has entries

T_jl = (1/3) · (1/2) · (exp(i(x_j − x_l)) + exp(−i(x_j − x_l))) = (1/3) cos(x_j − x_l),

so its diagonal entries are 1/3 and all others are −1/6. Let ω = exp(2πi/3). The wave m = 1 has the samples (1, ω, ω²), and the first component of T applied to it is

(2 − ω − ω²)/6 = 3/6 = 1/2,

because 1 + ω + ω² = 0. This is the energy of the wave on the continuous circle. The vanishing sum of phases does the same work on every larger grid.

## From a geometric sum to the spectrum

Let K ≥ 0 be an integer, N = 2K+1 and x_j = 2πj/N for j = 0, …, N−1. Write φ_m(j) = exp(imx_j) for the sampled wave and ⟨u,v⟩ = Σ_j u_j* v_j for the overlap. The kinetic matrix is

T_jl = (1/N) Σ_{|m|≤K} (m²/2) exp(im(x_j − x_l)).

**Orthogonality.** For |m|, |n| ≤ K, put ω = exp(2πi(n−m)/N). Then

⟨φ_m,φ_n⟩ = Σ_j ω^j.

If m = n, the sum is N. Otherwise 0 < |n−m| ≤ 2K < N, so n−m is not a multiple of N and ω ≠ 1. Since (ω−1) Σ_j ω^j = ω^N − 1 = 0, the sum vanishes.

**Energies.** The exponential in T_jl factors as φ_m(j) φ_m(l)*. Hence

(Tv)_j = (1/N) Σ_{|n|≤K} (n²/2) ⟨φ_n,v⟩ φ_n(j).

For v = φ_m only n = m survives, its overlap N cancels the prefactor, and Tφ_m = (m²/2) φ_m. The vector φ_m is nonzero because its components have modulus one.

**Reality and symmetry.** Replacing m by −m in the sum gives T_jl = T_lj. Complex conjugation also exchanges the two points, so T_jl* = T_lj = T_jl, and the entries are real.

**Positivity.** Taking the overlap of v with Tv gives

⟨v,Tv⟩ = (1/N) Σ_{|m|≤K} (m²/2) |⟨φ_m,v⟩|² ≥ 0.

For a normalised state this is the mean kinetic energy, with |⟨φ_m,v⟩|²/N the probability of mode m. For any other nonzero v, the mean is obtained on dividing by ⟨v,v⟩.

**Diagonal.** At j = l every exponential is one, so

T_jj = (1/(2N)) Σ_{|m|≤K} m² = (1/(2N)) · K(K+1)(2K+1)/3 = K(K+1)/6.

**No other eigenvalues.** Let Tv = Ev with v ≠ 0. Since T is Hermitian,

E⟨φ_m,v⟩ = ⟨φ_m,Tv⟩ = ⟨Tφ_m,v⟩ = (m²/2)⟨φ_m,v⟩.

If E differed from every m²/2 in the band, all these overlaps would vanish. Then Tv = 0 and E = 0, which is the energy of m = 0, a contradiction.

In the Fourier grid Hamiltonian method, T, scaled to the mass of the particle and the length of the period, is the kinetic part of the matrix, and the potential is added on the diagonal; the result here concerns one free particle on a circle of circumference 2π, with an odd number of points.

## Grid, waves and matrix as Lean objects

```lean
import Mathlib

open Matrix
open scoped Real ComplexOrder

namespace FourierGrid

noncomputable section
```

The type `Fin (2 * K + 1)` labels the points from 0 to 2K, and each grid point is a real number.

```lean
/-- The grid point `x_j = 2πj/N` on the circle, with `N = 2K+1`. -/
def gridPoint (K : ℕ) (j : Fin (2 * K + 1)) : ℝ := 2 * π * (j : ℕ) / (2 * K + 1)
```

A sampled wave is a complex vector on the grid. It is defined for every integer m, inside the band or not, and is left unnormalised: the unit vector is φ_m/√N.

```lean
/-- The plane wave `exp(imx)` sampled at the grid points. -/
def planeWave (K : ℕ) (m : ℤ) (j : Fin (2 * K + 1)) : ℂ :=
  Complex.exp (Complex.I * m * gridPoint K j)
```

The matrix is the mode sum itself, with `Finset.Icc (-(K : ℤ)) K` as the band |m| ≤ K. Its entries have complex type, so their reality is something to prove.

```lean
/-- The kinetic energy matrix of the Fourier grid, a sum over the modes `|m| ≤ K` with weights
`m²/2`, divided by the number of grid points. -/
def kinetic (K : ℕ) : Matrix (Fin (2 * K + 1)) (Fin (2 * K + 1)) ℂ :=
  Matrix.of fun j l => 1 / (2 * (K : ℂ) + 1) * ∑ m ∈ Finset.Icc (-(K : ℤ)) K,
    (m : ℂ) ^ 2 / 2 * Complex.exp (Complex.I * m * ((gridPoint K j : ℂ) - gridPoint K l))
```

## Orthogonality on the grid

The first lemma combines a wave and a conjugated wave into one exponential. It serves both the overlaps and the factorisation of T.

```lean
/-- The product of one plane wave with the conjugate of another is a single phase factor. -/
theorem planeWave_mul_star (K : ℕ) (m n : ℤ) (j l : Fin (2 * K + 1)) :
    planeWave K m j * star (planeWave K n l) =
      Complex.exp (Complex.I * ((m : ℂ) * gridPoint K j - n * gridPoint K l)) := by
  simp only [planeWave, Complex.star_def, ← Complex.exp_conj, map_mul, Complex.conj_I,
    Complex.conj_ofReal, map_intCast]
  rw [← Complex.exp_add]
  congr 1
  ring
```

In Lean the overlap ⟨u,v⟩ is `star u ⬝ᵥ v`. The next proof rewrites it as a sum of powers of ω and applies `geom_sum_mul`, the identity for (Σ_j ω^j)(ω − 1).

```lean
/-- Plane waves with `|m|, |n| ≤ K` are orthogonal on the grid, with squared norm `2K+1`. -/
theorem planeWave_orthogonal (K : ℕ) {m n : ℤ} (hm : m ∈ Finset.Icc (-(K : ℤ)) K)
    (hn : n ∈ Finset.Icc (-(K : ℤ)) K) :
    star (planeWave K m) ⬝ᵥ planeWave K n = if m = n then 2 * (K : ℂ) + 1 else 0 := by
  have hN : 2 * (K : ℂ) + 1 ≠ 0 := by exact_mod_cast (by omega : 2 * K + 1 ≠ 0)
  obtain ⟨ω, hω⟩ : ∃ ω : ℂ, ω =
    Complex.exp (2 * π * Complex.I * ((n : ℂ) - m) / (2 * K + 1)) := ⟨_, rfl⟩
  -- the overlap is a geometric sum in the phase ω
  have hterm : ∀ j : Fin (2 * K + 1),
      star (planeWave K m j) * planeWave K n j = ω ^ (j : ℕ) := by
    intro j
    rw [mul_comm, planeWave_mul_star, hω, ← Complex.exp_nat_mul]
    congr 1
    simp only [gridPoint]
    push_cast
    ring
  simp only [dotProduct, Pi.star_apply, hterm]
  rw [Fin.sum_univ_eq_sum_range (fun i => ω ^ i) (2 * K + 1)]
  split_ifs with h
  · have h1 : ω = 1 := by rw [hω, h]; simp
    simp [h1]
  · have hpow : ω ^ (2 * K + 1) = 1 := by
      rw [hω, ← Complex.exp_nat_mul, Complex.exp_eq_one_iff]
      refine ⟨n - m, ?_⟩
      push_cast
      linear_combination (2 * (π : ℂ) * Complex.I * ((n : ℂ) - m)) * mul_inv_cancel₀ hN
    -- ω = 1 would force n - m to be a multiple of N
    have hne : ω - 1 ≠ 0 := by
      intro h0
      have h1 := sub_eq_zero.mp h0
      rw [hω, Complex.exp_eq_one_iff] at h1
      obtain ⟨k, hk⟩ := h1
      rw [div_eq_iff hN] at hk
      have hk' : (n : ℂ) - m = k * (2 * K + 1) :=
        mul_left_cancel₀ Complex.two_pi_I_ne_zero (by linear_combination hk)
      have hz : n - m = k * (2 * (K : ℤ) + 1) := by exact_mod_cast hk'
      rw [Finset.mem_Icc] at hm hn
      rcases lt_trichotomy k 0 with hk0 | hk0 | hk0
      · nlinarith [mul_nonneg (by omega : 0 ≤ -1 - k) (by omega : 0 ≤ 2 * (K : ℤ) + 1)]
      · rw [hk0, zero_mul] at hz
        omega
      · nlinarith [mul_nonneg (by omega : 0 ≤ k - 1) (by omega : 0 ≤ 2 * (K : ℤ) + 1)]
    have hgeo := geom_sum_mul ω (2 * K + 1)
    rw [hpow, sub_self] at hgeo
    exact (mul_eq_zero.mp hgeo).resolve_right hne
```

The proof turns on `Complex.exp_eq_one_iff`, which says that exp z = 1 exactly when z = k · 2πi for some integer k. It is used in both directions. To show ω^N = 1, the proof supplies the integer n − m. To show ω ≠ 1, it assumes the contrary and receives an integer k, with n − m = k(2K+1) as an equation between complex numbers. The tactic `exact_mod_cast` carries this equation back to the integers, where the sign of k decides: k = 0 would give m = n, and any other k would put the modes at least 2K+1 apart, although the band is only 2K wide.

## Action, symmetry and diagonal

The action of T on an arbitrary vector follows by factoring each exponential and exchanging the sums over modes and points.

```lean
/-- The kinetic matrix takes the overlap of a vector with each plane wave `|m| ≤ K`, weights it by
`m²/2`, resums the plane waves and divides by the number of grid points. -/
theorem kinetic_mulVec (K : ℕ) (v : Fin (2 * K + 1) → ℂ) (j : Fin (2 * K + 1)) :
    (kinetic K *ᵥ v) j = 1 / (2 * (K : ℂ) + 1) * ∑ m ∈ Finset.Icc (-(K : ℤ)) K,
      (m : ℂ) ^ 2 / 2 * (star (planeWave K m) ⬝ᵥ v) * planeWave K m j := by
  have hT : ∀ l, kinetic K j l = 1 / (2 * (K : ℂ) + 1) * ∑ m ∈ Finset.Icc (-(K : ℤ)) K,
      (m : ℂ) ^ 2 / 2 * (planeWave K m j * star (planeWave K m l)) := by
    intro l
    simp only [kinetic, Matrix.of_apply, planeWave_mul_star, mul_sub, mul_assoc]
  change ∑ l, kinetic K j l * v l = _
  simp only [hT, dotProduct, Pi.star_apply, Finset.mul_sum, Finset.sum_mul]
  rw [Finset.sum_comm]
  refine Finset.sum_congr rfl fun m _ => Finset.sum_congr rfl fun l _ => ?_
  ring
```

For a plane wave, `Finset.sum_eq_single_of_mem` keeps the one term that orthogonality leaves.

```lean
/-- Each plane wave with `|m| ≤ K` satisfies the eigenvalue equation with energy `m²/2`. -/
theorem kinetic_planeWave (K : ℕ) {m : ℤ} (hm : m ∈ Finset.Icc (-(K : ℤ)) K) :
    kinetic K *ᵥ planeWave K m = ((m : ℂ) ^ 2 / 2) • planeWave K m := by
  have hN : 2 * (K : ℂ) + 1 ≠ 0 := by exact_mod_cast (by omega : 2 * K + 1 ≠ 0)
  ext j
  rw [kinetic_mulVec, Finset.sum_eq_single_of_mem m hm]
  · rw [planeWave_orthogonal K hm hm, if_pos rfl, Pi.smul_apply, smul_eq_mul]
    linear_combination ((m : ℂ) ^ 2 / 2 * planeWave K m j) * mul_inv_cancel₀ hN
  · intro n hn hne
    rw [planeWave_orthogonal K hn hm, if_neg hne]
    ring
```

Symmetry is a reindexing of the mode sum by m ↦ −m, done by `Finset.sum_nbij'`. In the same proof, `hc` is the conjugation step, and the two together make the imaginary part zero.

```lean
/-- The entries of the kinetic matrix are real and symmetric in the two grid points. -/
theorem kinetic_real_symm (K : ℕ) (j l : Fin (2 * K + 1)) :
    (kinetic K j l).im = 0 ∧ kinetic K j l = kinetic K l j := by
  -- symmetry: exchange the modes m and -m
  have hs : kinetic K j l = kinetic K l j := by
    simp only [kinetic, Matrix.of_apply]
    congr 1
    refine Finset.sum_nbij' (fun m => -m) (fun m => -m) ?_ ?_ ?_ ?_ ?_
    · intro m hm
      simp only [Finset.mem_Icc] at hm ⊢
      omega
    · intro m hm
      simp only [Finset.mem_Icc] at hm ⊢
      omega
    · intro m _
      exact neg_neg m
    · intro m _
      exact neg_neg m
    · intro m _
      have e : Complex.I * m * ((gridPoint K j : ℂ) - gridPoint K l) =
          Complex.I * ((-m : ℤ) : ℂ) * ((gridPoint K l : ℂ) - gridPoint K j) := by
        push_cast
        ring
      rw [e]
      push_cast
      ring
  -- conjugation exchanges the two grid points
  have hc : (starRingEnd ℂ) (kinetic K j l) = kinetic K l j := by
    simp only [kinetic, Matrix.of_apply, map_mul, map_sum, map_div₀, map_one, map_add,
      map_natCast, map_ofNat, map_pow, map_intCast, ← Complex.exp_conj, map_sub,
      Complex.conj_I, Complex.conj_ofReal]
    congr 1
    refine Finset.sum_congr rfl fun m _ => ?_
    congr 2
    ring
  exact ⟨Complex.conj_eq_iff_im.mp (hc.trans hs.symm), hs⟩
```

The quadratic form is stated as a real number embedded in ℂ. The proof exchanges sums again and recognises each overlap multiplied by its conjugate as a squared modulus.

```lean
/-- The quadratic form of the kinetic matrix is the sum of the squared overlaps with the
modes, weighted by `m²/2` and divided by the number of grid points. -/
theorem kinetic_expectation (K : ℕ) (v : Fin (2 * K + 1) → ℂ) :
    star v ⬝ᵥ (kinetic K *ᵥ v) =
      ((1 / (2 * (K : ℝ) + 1) * ∑ m ∈ Finset.Icc (-(K : ℤ)) K,
        (m : ℝ) ^ 2 / 2 * ‖star (planeWave K m) ⬝ᵥ v‖ ^ 2 : ℝ) : ℂ) := by
  have h1 : star v ⬝ᵥ (kinetic K *ᵥ v) =
      1 / (2 * (K : ℂ) + 1) * ∑ m ∈ Finset.Icc (-(K : ℤ)) K,
        (m : ℂ) ^ 2 / 2 * ((star (planeWave K m) ⬝ᵥ v) * (star v ⬝ᵥ planeWave K m)) := by
    change ∑ j, star v j * (kinetic K *ᵥ v) j = _
    simp only [kinetic_mulVec, Finset.mul_sum]
    rw [Finset.sum_comm]
    refine Finset.sum_congr rfl fun m _ => ?_
    have e : star v ⬝ᵥ planeWave K m = ∑ j, star v j * planeWave K m j := rfl
    simp only [e, Finset.mul_sum]
    refine Finset.sum_congr rfl fun j _ => ?_
    ring
  rw [h1]
  push_cast
  congr 1
  refine Finset.sum_congr rfl fun m _ => ?_
  have e : star v ⬝ᵥ planeWave K m = star (star (planeWave K m) ⬝ᵥ v) :=
    Matrix.star_dotProduct _ _
  rw [e, Complex.star_def, Complex.mul_conj, Complex.normSq_eq_norm_sq]
  push_cast
  rfl
```

For the diagonal, the sum of squares is proved by induction: enlarging the band from L to L+1 adds the two modes ±(L+1).

```lean
/-- Every diagonal entry of the kinetic matrix equals `K(K+1)/6`. -/
theorem kinetic_diag (K : ℕ) (j : Fin (2 * K + 1)) :
    kinetic K j j = (K : ℂ) * (K + 1) / 6 := by
  have hN : 2 * (K : ℂ) + 1 ≠ 0 := by exact_mod_cast (by omega : 2 * K + 1 ≠ 0)
  have hsq : ∀ L : ℕ, ∑ m ∈ Finset.Icc (-(L : ℤ)) L, (m : ℂ) ^ 2 =
      (L : ℂ) * (L + 1) * (2 * L + 1) / 3 := by
    intro L
    induction L with
    | zero => simp
    | succ L ih =>
      -- enlarging the band adds the two modes ±(L+1)
      have h : Finset.Icc (-((L + 1 : ℕ) : ℤ)) ((L + 1 : ℕ) : ℤ) =
          insert ((L : ℤ) + 1) (insert (-((L : ℤ) + 1)) (Finset.Icc (-(L : ℤ)) L)) := by
        ext a
        simp only [Finset.mem_insert, Finset.mem_Icc]
        omega
      have h1 : (L : ℤ) + 1 ∉ insert (-((L : ℤ) + 1)) (Finset.Icc (-(L : ℤ)) L) := by
        simp only [Finset.mem_insert, Finset.mem_Icc]
        omega
      have h2 : -((L : ℤ) + 1) ∉ Finset.Icc (-(L : ℤ)) L := by
        simp only [Finset.mem_Icc]
        omega
      rw [h, Finset.sum_insert h1, Finset.sum_insert h2, ih]
      push_cast
      ring
  simp only [kinetic, Matrix.of_apply, sub_self, mul_zero, Complex.exp_zero, mul_one]
  rw [← Finset.sum_div, hsq]
  linear_combination ((K : ℂ) * (K + 1) / 6) * mul_inv_cancel₀ hN
```

## The assembled theorem and the full set of energies

The main theorem collects the properties for every K, including K = 0, where the grid has one point and T = 0. `PosSemidef` contains Hermiticity as well as nonnegativity of the quadratic form.

```lean
/-- The Fourier grid kinetic matrix is real, symmetric and positive semidefinite, has diagonal
`K(K+1)/6`, and has the plane waves with `|m| ≤ K` as eigenvectors with energies `m²/2`. -/
theorem fourier_grid_kinetic (K : ℕ) :
    (∀ j l, (kinetic K j l).im = 0) ∧ (kinetic K)ᵀ = kinetic K ∧ (kinetic K).PosSemidef ∧
    (∀ j, kinetic K j j = (K : ℂ) * (K + 1) / 6) ∧
    ∀ m ∈ Finset.Icc (-(K : ℤ)) K, planeWave K m ≠ 0 ∧
      kinetic K *ᵥ planeWave K m = ((m : ℂ) ^ 2 / 2) • planeWave K m := by
  have h := kinetic_real_symm K
  have hH : (kinetic K).IsHermitian := Matrix.IsHermitian.ext fun i j =>
    (Complex.conj_eq_iff_im.mpr (h j i).1).trans (h j i).2
  refine ⟨fun j l => (h j l).1, ?_, ?_, kinetic_diag K, fun m hm => ⟨?_, kinetic_planeWave K hm⟩⟩
  · ext j l
    exact (h l j).2
  · refine Matrix.PosSemidef.of_dotProduct_mulVec_nonneg hH fun v => ?_
    rw [kinetic_expectation]
    exact Complex.zero_le_real.mpr (by positivity)
  · intro h0
    exact Complex.exp_ne_zero _ (congrFun h0 0)
```

The converse for eigenvalues follows the argument by contradiction above. `Matrix.dotProduct_mulVec` moves T to the other side of the overlap, and Hermiticity turns it into T acting on the plane wave. The number E may be any complex number at the start. The condition `v ≠ 0` is the usual one for eigenvectors, since the zero vector satisfies the equation with every E. The theorem lists the possible energies and says nothing about their multiplicities.

```lean
/-- Every eigenvalue of the kinetic matrix is `m²/2` for some integer `|m| ≤ K`. -/
theorem kinetic_eigenvalue (K : ℕ) {E : ℂ} {v : Fin (2 * K + 1) → ℂ} (hv : v ≠ 0)
    (h : kinetic K *ᵥ v = E • v) :
    ∃ m ∈ Finset.Icc (-(K : ℤ)) K, E = (m : ℂ) ^ 2 / 2 := by
  by_contra hcon
  -- otherwise v is orthogonal to every mode
  have hc : ∀ m ∈ Finset.Icc (-(K : ℤ)) K, star (planeWave K m) ⬝ᵥ v = 0 := by
    intro m hm
    have h1 : star (planeWave K m) ᵥ* kinetic K =
        star (((m : ℂ) ^ 2 / 2) • planeWave K m) := by
      rw [← kinetic_planeWave K hm, Matrix.star_mulVec,
        (fourier_grid_kinetic K).2.2.1.isHermitian.eq]
    have hs : star ((m : ℂ) ^ 2 / 2) = (m : ℂ) ^ 2 / 2 := by simp
    have h2 := Matrix.dotProduct_mulVec (star (planeWave K m)) (kinetic K) v
    rw [h, h1, star_smul, hs, smul_dotProduct, dotProduct_smul, smul_eq_mul,
      smul_eq_mul] at h2
    have h3 : (E - (m : ℂ) ^ 2 / 2) * (star (planeWave K m) ⬝ᵥ v) = 0 := by
      linear_combination h2
    exact (mul_eq_zero.mp h3).resolve_left (sub_ne_zero.mpr fun hE => hcon ⟨m, hm, hE⟩)
  -- so the matrix annihilates v, and E is the energy of the mode m = 0
  have hT : kinetic K *ᵥ v = 0 := by
    ext j
    rw [kinetic_mulVec, Finset.sum_eq_zero]
    · simp
    · intro m hm
      rw [hc m hm]
      ring
  rw [hT] at h
  have hE : E = 0 := (smul_eq_zero.mp h.symm).resolve_right hv
  exact hcon ⟨0, by simp, by rw [hE]; simp⟩
```

## The wave just beyond the band

The eigenvalue equation with energy m²/2 was proved for |m| ≤ K, and without that condition it fails. On the three-point grid, the wave m = 2 has the samples (1, ω², ω), with ω = exp(2πi/3) as before. These are also the samples of m = −1. The matrix therefore gives it the energy 1/2, where the wave on the continuous circle has energy 2.

The same happens at the edge of every band, because

exp(i(K+1)x_j) = exp(−iKx_j) exp(iNx_j) = exp(−iKx_j) exp(2πij) = exp(−iKx_j).

The last theorem states this coincidence and the resulting energy K²/2, which is always below the continuum value (K+1)²/2. Its proof supplies j as the number of full turns between the two phases, then applies the eigenvalue equation to m = −K.

```lean
/-- The plane wave with `m = K+1` coincides on the grid with the one with `m = -K`, and the
kinetic matrix gives it the energy `K²/2`. -/
theorem kinetic_aliasing (K : ℕ) :
    planeWave K (K + 1) = planeWave K (-K) ∧
    kinetic K *ᵥ planeWave K (K + 1) = ((K : ℂ) ^ 2 / 2) • planeWave K (K + 1) := by
  have hN : 2 * (K : ℂ) + 1 ≠ 0 := by exact_mod_cast (by omega : 2 * K + 1 ≠ 0)
  have ha : planeWave K (K + 1) = planeWave K (-K) := by
    ext j
    simp only [planeWave]
    refine Complex.exp_eq_exp_iff_exists_int.mpr ⟨((j : ℕ) : ℤ), ?_⟩
    simp only [gridPoint]
    push_cast
    linear_combination (2 * (π : ℂ) * Complex.I * ((j : ℕ) : ℂ)) * mul_inv_cancel₀ hN
  have hm : -(K : ℤ) ∈ Finset.Icc (-(K : ℤ)) K := by
    rw [Finset.mem_Icc]
    omega
  have e : ((-(K : ℤ) : ℤ) : ℂ) ^ 2 = (K : ℂ) ^ 2 := by
    push_cast
    ring
  refine ⟨ha, ?_⟩
  rw [ha, kinetic_planeWave K hm, e]

end

end FourierGrid
```

```lean
#print axioms FourierGrid.fourier_grid_kinetic
#print axioms FourierGrid.kinetic_eigenvalue
#print axioms FourierGrid.kinetic_aliasing
```

```
'FourierGrid.fourier_grid_kinetic' depends on axioms: [propext, Classical.choice, Quot.sound]
'FourierGrid.kinetic_eigenvalue' depends on axioms: [propext, Classical.choice, Quot.sound]
'FourierGrid.kinetic_aliasing' depends on axioms: [propext, Classical.choice, Quot.sound]
```
